# The tensor part of the quadratic Stark shift averages to zero over a level with J ≥ 1

## Two polarizabilities in one set of shifts

If the tensor part of a Stark shift had a nonzero average over the magnetic substates, the mean displacement of a level would mix two atomic constants, and the scalar polarizability could not be read from it.

Take an isolated level of angular momentum $J\ge1$ in a weak static electric field of strength $F$ along the quantisation axis. Its substates $M=-J,\dots,J$ shift by

$$\Delta E_M=-\tfrac12\alpha_0F^2-\tfrac12\alpha_2F^2\,t,\qquad t=\frac{3M^2-J(J+1)}{J(2J-1)}.$$

The scalar polarizability $\alpha_0$ and the tensor polarizability $\alpha_2$ stand for the second-order response of the level through its dipole coupling to other levels. Both are taken as given real numbers.

Number the substates by $i=0,\dots,n$, with $n=2J$ and $M_i=-J+i$, and write $t_i$ for the factor at $M_i$. Here $n$ is not the principal quantum number, and $F$ is not the total angular momentum of hyperfine theory.

## Zero sum and unit value at the ends

For $n\ge2$ the claim is $\sum_{i=0}^n t_i=0$ and $t_0=t_n=1$. For $J=1$ the factors are $1,-2,1$.

The squares sum to

$$\sum_{i=0}^n(-J+i)^2=(n+1)J^2-Jn(n+1)+\frac{n(n+1)(2n+1)}6.$$

With $n=2J$ this is

$$(2J+1)\Big[-J^2+\frac{J(4J+1)}3\Big]=(2J+1)\frac{J(J+1)}3.$$

Three times this sum equals $(2J+1)J(J+1)$, so the numerators $3M_i^2-J(J+1)$ sum to zero. Dividing by the common denominator, positive for $J\ge1$, gives $\sum_i t_i=0$.

For the end values, use $J+M_i=i$ and $J-M_i=n-i$:

$$1-t_i=\frac{3(J^2-M_i^2)}{J(2J-1)}=\frac{3i(n-i)}{J(2J-1)}.$$

This vanishes at $i=0$ and $i=n$, the stretched states, and is positive between them. The mean shift is therefore $-\alpha_0F^2/2$, and both stretched states shift by $-(\alpha_0+\alpha_2)F^2/2$.

Conversely, let $a+bM^2$ have zero sum over the level and value one at $M^2=J^2$. Then $a+bJ(J+1)/3=0$ and $a+bJ^2=1$. Subtracting gives $bJ(2J-1)=3$, hence $a+bM^2=b\,(M^2-J(J+1)/3)=t$.

## Spin one half has no tensor factor

The condition $n\ge2$ cannot be relaxed to $n\ge1$. For $J=1/2$ both substates have $M^2=1/4$, so numerator and denominator both vanish. Lean evaluates $0/0$ as $0$, and the end values are then not one.

## The level in Lean

`angMom n` is $J=n/2$ and `magNum n i` is $M_i$, both real numbers; `tensorFactor n i` is $t_i$ and `starkShift α₀ α₂ F n i` is the shift. Sums over `range (n + 1)` run over $i=0,\dots,n$, and `hn : 2 ≤ n` says $J\ge1$.

`tensor_centre_of_gravity` states the zero sum and both end values, and `mean_and_stretched_starkShift` translates them into energies. The shift formula enters as a definition: the step from the atomic Hamiltonian to this dependence on $M$, by second-order perturbation theory, is assumed.

For an isolated level with $J\ge1$ and purely quadratic shifts, a finite-field electronic-structure calculation can thus obtain $\alpha_0$ from the mean over all $M$, and then $\alpha_2$ from a stretched state.

```lean
import Mathlib

open Finset

namespace TensorStarkShift

noncomputable section

/-- The angular momentum `J = n/2` of a level with `n + 1` magnetic substates. -/
def angMom (n : ℕ) : ℝ := n / 2

/-- The magnetic quantum number `M = -J + i` of substate `i`, counted from the lowest. -/
def magNum (n i : ℕ) : ℝ := -angMom n + i

/-- The tensor factor `(3M² - J(J+1)) / (J(2J-1))` of substate `i`, meant for `J ≥ 1`,
that is `n ≥ 2`. -/
def tensorFactor (n i : ℕ) : ℝ :=
  (3 * magNum n i ^ 2 - angMom n * (angMom n + 1)) / (angMom n * (2 * angMom n - 1))

/-- The quadratic Stark shift of substate `i` in a field of strength `F`, with scalar
polarizability `α₀` and tensor polarizability `α₂`, meant for `J ≥ 1`. -/
def starkShift (α₀ α₂ F : ℝ) (n i : ℕ) : ℝ :=
  -(α₀ * F ^ 2 / 2) - α₂ * F ^ 2 / 2 * tensorFactor n i

/-- The squares of the magnetic quantum numbers of a level add up to `(2J+1) J(J+1)/3`. -/
theorem sum_magNum_sq (n : ℕ) :
    ∑ i ∈ range (n + 1), magNum n i ^ 2
      = ((n : ℝ) + 1) * (angMom n * (angMom n + 1) / 3) := by
  -- a sum of shifted squares, with the shift kept fixed during the induction
  have h : ∀ (c : ℝ) (m : ℕ), ∑ i ∈ range m, (-c + (i : ℝ)) ^ 2
      = m * c ^ 2 - c * m * (m - 1) + (m - 1) * m * (2 * m - 1) / 6 := by
    intro c m
    induction m with
    | zero => simp
    | succ m ih =>
      rw [Finset.sum_range_succ, ih]
      push_cast
      ring
  simp only [magNum]
  rw [h]
  simp only [angMom]
  push_cast
  ring

/-- For every `J`, the quantity `3M² - J(J+1)` sums to zero over the magnetic substates. -/
theorem sum_numerator (n : ℕ) :
    ∑ i ∈ range (n + 1), (3 * magNum n i ^ 2 - angMom n * (angMom n + 1)) = 0 := by
  rw [Finset.sum_sub_distrib, ← Finset.mul_sum, sum_magNum_sq]
  simp only [Finset.sum_const, Finset.card_range, nsmul_eq_mul]
  push_cast
  ring

/-- The denominator `J(2J-1)` of the tensor factor is positive for `J ≥ 1`. -/
theorem denominator_pos {n : ℕ} (hn : 2 ≤ n) :
    0 < angMom n * (2 * angMom n - 1) := by
  have h : (2 : ℝ) ≤ n := by exact_mod_cast hn
  unfold angMom
  apply mul_pos <;> linarith

/-- For `J ≥ 1`, the tensor factor of substate `i` differs from one by
`3 i (n - i) / (J(2J-1))`, where `n = 2J`. -/
theorem one_sub_tensorFactor {n : ℕ} (hn : 2 ≤ n) (i : ℕ) :
    1 - tensorFactor n i
      = 3 * (i : ℝ) * ((n : ℝ) - i) / (angMom n * (2 * angMom n - 1)) := by
  have hd := (denominator_pos hn).ne'
  rw [tensorFactor, eq_div_iff hd, sub_mul, div_mul_cancel₀ _ hd]
  simp only [magNum, angMom]
  ring

/-- For `J ≥ 1`, the tensor factors sum to zero over the magnetic substates and equal one
in the two stretched states `M = -J` and `M = J`. -/
theorem tensor_centre_of_gravity {n : ℕ} (hn : 2 ≤ n) :
    ∑ i ∈ range (n + 1), tensorFactor n i = 0 ∧
      tensorFactor n 0 = 1 ∧ tensorFactor n n = 1 := by
  refine ⟨?_, ?_, ?_⟩
  · simp only [tensorFactor]
    rw [← Finset.sum_div, sum_numerator, zero_div]
  · have h : 1 - tensorFactor n 0 = 0 := by
      rw [one_sub_tensorFactor hn]
      simp
    linarith
  · have h : 1 - tensorFactor n n = 0 := by
      rw [one_sub_tensorFactor hn]
      simp
    linarith

/-- For `J ≥ 1`, the tensor factor of a substate is at most one, and it equals one exactly
in the two stretched states. -/
theorem tensorFactor_le_one {n i : ℕ} (hn : 2 ≤ n) (hi : i ≤ n) :
    tensorFactor n i ≤ 1 ∧ (tensorFactor n i = 1 ↔ i = 0 ∨ i = n) := by
  have hd := denominator_pos hn
  have h := one_sub_tensorFactor hn i
  have hin : (i : ℝ) ≤ n := by exact_mod_cast hi
  refine ⟨?_, ?_, ?_⟩
  · have h0 : 0 ≤ 3 * (i : ℝ) * ((n : ℝ) - i) / (angMom n * (2 * angMom n - 1)) :=
      div_nonneg (mul_nonneg (by positivity) (sub_nonneg.2 hin)) hd.le
    linarith
  · intro ht
    rw [ht, sub_self] at h
    -- the product i (n - i) vanishes only at the two ends of the multiplet
    have hp := (div_eq_zero_iff.mp h.symm).resolve_right hd.ne'
    rcases mul_eq_zero.mp hp with h1 | h1
    · left
      have h2 : (i : ℝ) = 0 := by linarith
      exact_mod_cast h2
    · right
      have h2 : (i : ℝ) = n := by linarith
      exact_mod_cast h2
  · rintro (h0 | h0)
    · rw [h0]
      exact (tensor_centre_of_gravity hn).2.1
    · rw [h0]
      exact (tensor_centre_of_gravity hn).2.2

/-- For `J ≥ 1`, the mean Stark shift of the level is the scalar shift `-α₀F²/2`, while both
stretched states shift by `-(α₀ + α₂)F²/2`. -/
theorem mean_and_stretched_starkShift {n : ℕ} (hn : 2 ≤ n) (α₀ α₂ F : ℝ) :
    (∑ i ∈ range (n + 1), starkShift α₀ α₂ F n i) / ((n : ℝ) + 1) = -(α₀ * F ^ 2 / 2) ∧
      starkShift α₀ α₂ F n 0 = -((α₀ + α₂) * F ^ 2 / 2) ∧
      starkShift α₀ α₂ F n n = -((α₀ + α₂) * F ^ 2 / 2) := by
  obtain ⟨hsum, hlow, hhigh⟩ := tensor_centre_of_gravity hn
  have hne : (n : ℝ) + 1 ≠ 0 := by positivity
  refine ⟨?_, ?_, ?_⟩
  · rw [div_eq_iff hne]
    simp only [starkShift]
    rw [Finset.sum_sub_distrib, ← Finset.mul_sum, hsum]
    simp only [Finset.sum_const, Finset.card_range, nsmul_eq_mul]
    push_cast
    ring
  · rw [starkShift, hlow]
    ring
  · rw [starkShift, hhigh]
    ring

/-- For `J ≥ 1`, a shift pattern `a + b M²` that sums to zero over the level and equals one
at `M² = J²` is the tensor factor. -/
theorem tensorFactor_unique {n : ℕ} (hn : 2 ≤ n) (a b : ℝ)
    (hsum : ∑ i ∈ range (n + 1), (a + b * magNum n i ^ 2) = 0)
    (hstretched : a + b * angMom n ^ 2 = 1) (i : ℕ) :
    a + b * magNum n i ^ 2 = tensorFactor n i := by
  have hne : (n : ℝ) + 1 ≠ 0 := by positivity
  rw [Finset.sum_add_distrib, ← Finset.mul_sum, sum_magNum_sq] at hsum
  simp only [Finset.sum_const, Finset.card_range, nsmul_eq_mul] at hsum
  push_cast at hsum
  -- the zero sum ties a to b, and the stretched value then fixes b
  have hprod : ((n : ℝ) + 1) * (a + b * (angMom n * (angMom n + 1) / 3)) = 0 := by
    linear_combination hsum
  have ha := (mul_eq_zero.mp hprod).resolve_left hne
  have hb : b * (angMom n * (2 * angMom n - 1)) = 3 := by
    linear_combination 3 * hstretched - 3 * ha
  rw [tensorFactor, eq_div_iff (denominator_pos hn).ne']
  linear_combination (angMom n * (2 * angMom n - 1)) * ha
    + (magNum n i ^ 2 - angMom n * (angMom n + 1) / 3) * hb

/-- For `J = 1/2`, the quantity `3M² - J(J+1)` vanishes in both magnetic substates. -/
theorem numerator_spin_half {i : ℕ} (hi : i ≤ 1) :
    3 * magNum 1 i ^ 2 - angMom 1 * (angMom 1 + 1) = 0 := by
  interval_cases i <;> norm_num [magNum, angMom]

end

end TensorStarkShift
```

```lean
#print axioms TensorStarkShift.tensorFactor_le_one
#print axioms TensorStarkShift.mean_and_stretched_starkShift
#print axioms TensorStarkShift.tensorFactor_unique
#print axioms TensorStarkShift.numerator_spin_half
```

```
'TensorStarkShift.tensorFactor_le_one' depends on axioms: [propext, Classical.choice, Quot.sound]
'TensorStarkShift.mean_and_stretched_starkShift' depends on axioms: [propext, Classical.choice, Quot.sound]
'TensorStarkShift.tensorFactor_unique' depends on axioms: [propext, Classical.choice, Quot.sound]
'TensorStarkShift.numerator_spin_half' depends on axioms: [propext, Classical.choice, Quot.sound]
```

## From the sum of squares to the energies

In `sum_magNum_sq`, direct induction on `n` would change $J$, and with it every term. The inner statement `h` therefore keeps the shift `c` fixed and inducts on the number of terms `m`; setting $c=n/2$ and $m=n+1$ recovers the level. `sum_numerator` then splits the sum of the numerators, inserts this result and subtracts the $n+1$ copies of $J(J+1)$; it does not divide by $J(2J-1)$, so it holds for every $J$.

`denominator_pos` permits clearing the denominator in `one_sub_tensorFactor`, where `ring` checks the factorisation into $i(n-i)$. The main theorem takes the common denominator out of the sum with `Finset.sum_div` and evaluates the factorised difference at both ends.

`tensorFactor_le_one` reads the bound from the sign of that difference for $i\le n$; equality forces $i=0$ or $i=n$ because a product vanishes only if a factor does. `mean_and_stretched_starkShift` inserts the three facts into the shift formula.

In `tensorFactor_unique`, `ha` is the relation from the zero sum and `hb` is $bJ(2J-1)=3$; `linear_combination` joins them as in the converse above. `numerator_spin_half` checks the two substates of $J=1/2$ one by one.
